# The non-Abelian shift-current weight equals Im tr(PP′P″) for the occupied projector P

In a model with just one occupied and one empty band, the shift-current weight along one momentum direction can be computed by numerically differencing the projector $P(k)$ onto the occupied cell-periodic state and taking $\operatorname{Im}\operatorname{tr}(PP'P'')$, without aligning eigenvector phases between neighbouring $k$. With more bands, the same trace gives a non-Abelian weight that treats the occupied states as one space and the empty states as another. It generally differs from the sum of the weights of individual band pairs. The identity between trace and weight is proved here for occupied and empty states that together span the model's whole state space and have twice continuously differentiable frames.

In Lean 4 with Mathlib:

```lean
import Mathlib

open Matrix

noncomputable section

namespace ShiftCurrentGeometry

variable {a b c n m p : Type*}

/-- The entrywise derivative of a matrix family with respect to crystal momentum. -/
def dk (M : ℝ → Matrix a b ℂ) (k : ℝ) : Matrix a b ℂ :=
  Matrix.of fun i j => deriv (fun t => M t i j) k

/-- Every entry of the matrix family is differentiable in momentum. -/
def Diff (M : ℝ → Matrix a b ℂ) : Prop := ∀ i j, Differentiable ℝ fun k => M k i j

/-- Every entry of the matrix family is twice continuously differentiable in momentum. -/
def C2 (M : ℝ → Matrix a b ℂ) : Prop := ∀ i j, ContDiff ℝ 2 fun k => M k i j

/-- The projector `P = U U†` onto the space spanned by the occupied frame. -/
def projector [Fintype m] (U : ℝ → Matrix n m ℂ) (k : ℝ) : Matrix n n ℂ := U k * (U k)ᴴ

/-- The connection `i U† V'` between two frames: the Berry connection if `V = U`,
the interband connection if `U` is occupied and `V` empty. -/
def connection [Fintype n] (U : ℝ → Matrix n m ℂ) (V : ℝ → Matrix n p ℂ) (k : ℝ) :
    Matrix m p ℂ := Complex.I • ((U k)ᴴ * dk V k)

/-- The covariant derivative `Dr = r' - i A r + i r B` of the interband connection `r`,
with `A` and `B` the Berry connections of the two frames. -/
def covDeriv [Fintype n] [Fintype m] [Fintype p]
    (U : ℝ → Matrix n m ℂ) (W : ℝ → Matrix n p ℂ) (k : ℝ) : Matrix m p ℂ :=
  dk (connection U W) k - Complex.I • (connection U U k * connection U W k)
    + Complex.I • (connection U W k * connection W W k)

/-- The non-Abelian shift-current weight `Im tr(r (Dr)†)`, with the full matrix Berry connections in
`Dr`. -/
def shiftWeight [Fintype n] [Fintype m] [Fintype p]
    (U : ℝ → Matrix n m ℂ) (W : ℝ → Matrix n p ℂ) (k : ℝ) : ℝ :=
  (trace (connection U W k * (covDeriv U W k)ᴴ)).im

/-- Twice continuously differentiable occupied and empty frames whose columns together
form an orthonormal basis at every momentum. -/
structure BandFrame [Fintype n] [Fintype m] [Fintype p] [DecidableEq n] [DecidableEq m]
    [DecidableEq p] (U : ℝ → Matrix n m ℂ) (W : ℝ → Matrix n p ℂ) : Prop where
  smoothU : C2 U
  smoothW : C2 W
  occ : ∀ k, (U k)ᴴ * U k = 1
  emp : ∀ k, (W k)ᴴ * W k = 1
  orth : ∀ k, (U k)ᴴ * W k = 0
  complete : ∀ k, U k * (U k)ᴴ + W k * (W k)ᴴ = 1

/-- A product of differentiable matrix families is differentiable and obeys the
Leibniz rule, with the order of the factors kept. -/
theorem product_rule [Fintype b] {M : ℝ → Matrix a b ℂ} {N : ℝ → Matrix b c ℂ}
    (hM : Diff M) (hN : Diff N) : Diff (fun t => M t * N t) ∧
      ∀ k, dk (fun t => M t * N t) k = dk M k * N k + M k * dk N k := by
  have key : ∀ k i j, HasDerivAt (fun t => (M t * N t) i j)
      ((dk M k * N k + M k * dk N k) i j) k := by
    intro k i j
    simp only [Matrix.mul_apply, Matrix.add_apply, dk, Matrix.of_apply,
      ← Finset.sum_add_distrib]
    exact HasDerivAt.fun_sum fun l _ =>
      (hM i l k).hasDerivAt.fun_mul (hN l j k).hasDerivAt
  exact ⟨fun i j k => (key k i j).differentiableAt,
    fun k => by ext i j; exact (key k i j).deriv⟩

/-- The adjoint of a differentiable matrix family is differentiable, and its derivative
is the adjoint of the derivative. -/
theorem adjoint_rule {M : ℝ → Matrix a b ℂ} (hM : Diff M) :
    Diff (fun t => (M t)ᴴ) ∧ ∀ k, dk (fun t => (M t)ᴴ) k = (dk M k)ᴴ :=
  ⟨fun i j k => (hM j i k).hasDerivAt.star.differentiableAt,
    fun k => by ext i j; exact (hM j i k).hasDerivAt.star.deriv⟩

/-- Products of twice continuously differentiable matrix families are again twice
continuously differentiable. -/
theorem C2.mul [Fintype b] {M : ℝ → Matrix a b ℂ} {N : ℝ → Matrix b c ℂ}
    (hM : C2 M) (hN : C2 N) : C2 (fun t => M t * N t) := by
  intro i j
  simp only [Matrix.mul_apply]
  exact ContDiff.sum fun l _ => (hM i l).mul (hN l j)

/-- If the overlap matrix of two differentiable frames does not depend on momentum, the
two terms of its derivative cancel. -/
theorem overlap_deriv [Fintype n] {M : ℝ → Matrix n a ℂ} {N : ℝ → Matrix n b ℂ}
    (hM : Diff M) (hN : Diff N) {S : Matrix a b ℂ} (h : ∀ t, (M t)ᴴ * N t = S) (k : ℝ) :
    (dk M k)ᴴ * N k = -((M k)ᴴ * dk N k) := by
  have h1 := (product_rule (adjoint_rule hM).1 hN).2 k
  have h0 : dk (fun _ => S) k = 0 := by ext i j; simp [dk]
  rw [(adjoint_rule hM).2 k] at h1
  simp only [h, h0] at h1
  exact eq_neg_of_add_eq_zero_left h1.symm

variable [Fintype n] [Fintype m] [Fintype p] [DecidableEq n] [DecidableEq m] [DecidableEq p]
  {U : ℝ → Matrix n m ℂ} {W : ℝ → Matrix n p ℂ}

/-- For a band frame, the first derivative of the occupied projector connects occupied and empty
states through the interband connection: `U† P' = i r W†` and `P' W = i U r`. -/
theorem projector_deriv (h : BandFrame U W) (k : ℝ) :
    (U k)ᴴ * dk (projector U) k = Complex.I • (connection U W k * (W k)ᴴ) ∧
    dk (projector U) k * W k = Complex.I • (U k * connection U W k) := by
  have hU : Diff U := fun i j => (h.smoothU i j).differentiable (by norm_num)
  have hW : Diff W := fun i j => (h.smoothW i j).differentiable (by norm_num)
  have e1 := overlap_deriv hU hU h.occ k
  have e2 := overlap_deriv hU hW h.orth k
  have e3 : 1 - U k * (U k)ᴴ = W k * (W k)ᴴ := by
    rw [← h.complete k, add_sub_cancel_left]
  have hP : dk (projector U) k = dk U k * (U k)ᴴ + U k * (dk U k)ᴴ := by
    rw [← (adjoint_rule hU).2 k]
    exact (product_rule hU (adjoint_rule hU).1).2 k
  constructor
  · calc (U k)ᴴ * dk (projector U) k
        = (U k)ᴴ * dk U k * (U k)ᴴ + (dk U k)ᴴ := by
          rw [hP, Matrix.mul_add, ← Matrix.mul_assoc, ← Matrix.mul_assoc, h.occ,
            Matrix.one_mul]
      _ = (dk U k)ᴴ * (1 - U k * (U k)ᴴ) := by
          rw [Matrix.mul_sub, Matrix.mul_one, ← Matrix.mul_assoc, e1, Matrix.neg_mul,
            sub_neg_eq_add, add_comm]
      _ = _ := by
          rw [e3, ← Matrix.mul_assoc, e2]
          simp only [connection, Matrix.smul_mul, smul_smul, Complex.I_mul_I, neg_smul,
            one_smul, Matrix.neg_mul]
  · rw [hP, Matrix.add_mul, Matrix.mul_assoc, Matrix.mul_assoc, h.orth, Matrix.mul_zero,
      zero_add, e2]
    simp only [connection, Matrix.mul_smul, smul_smul, Complex.I_mul_I, neg_smul,
      one_smul, Matrix.mul_neg]

/-- For a band frame, the occupied-empty block of the second derivative of the projector is `i`
times the covariant derivative of the interband connection: `U† P'' W = i Dr`. -/
theorem projector_second_deriv (h : BandFrame U W) (k : ℝ) :
    (U k)ᴴ * dk (dk (projector U)) k * W k = Complex.I • covDeriv U W k := by
  have hU : Diff U := fun i j => (h.smoothU i j).differentiable (by norm_num)
  have hW : Diff W := fun i j => (h.smoothW i j).differentiable (by norm_num)
  have hW1 : Diff (dk W) := fun i j => (h.smoothW i j).differentiable_deriv_two
  have hP : C2 (projector U) :=
    h.smoothU.mul fun i j => Complex.conjCLE.contDiff.comp (h.smoothU j i)
  have hP1 : Diff (dk (projector U)) := fun i j => (hP i j).differentiable_deriv_two
  have hUa := adjoint_rule hU
  have hr : Diff (connection U W) := fun i j t =>
    ((product_rule hUa.1 hW1).1 i j t).const_mul Complex.I
  have hs : dk (fun t => Complex.I • connection U W t) k
      = Complex.I • dk (connection U W) k := by
    ext i j
    exact ((hr i j k).hasDerivAt.const_mul Complex.I).deriv
  have hF : (fun t => (U t)ᴴ * dk (projector U) t * W t)
      = fun t => Complex.I • connection U W t := by
    funext t
    rw [(projector_deriv h t).1, Matrix.smul_mul, Matrix.mul_assoc, h.emp, Matrix.mul_one]
  -- differentiate `U† P' W = i r`; the frame derivatives give the Berry connections
  have hd := (product_rule (product_rule hUa.1 hP1).1 hW).2 k
  have t1 : (dk U k)ᴴ * dk (projector U) k * W k
      = -(connection U U k * connection U W k) := by
    rw [Matrix.mul_assoc, (projector_deriv h k).2, Matrix.mul_smul, ← Matrix.mul_assoc,
      overlap_deriv hU hU h.occ k]
    simp only [connection, Matrix.smul_mul, Matrix.mul_smul, Matrix.neg_mul, smul_neg]
  have t2 : (U k)ᴴ * dk (projector U) k * dk W k
      = connection U W k * connection W W k := by
    rw [(projector_deriv h k).1, Matrix.smul_mul, Matrix.mul_assoc]
    simp only [connection, Matrix.smul_mul, Matrix.mul_smul]
  rw [hF, hs, (product_rule hUa.1 hP1).2 k, hUa.2 k, Matrix.add_mul, t1, t2] at hd
  simp only [covDeriv, smul_add, smul_sub, smul_smul, Complex.I_mul_I, neg_smul,
    one_smul, hd]
  abel

/-- For a band frame, the projector trace `tr(P P' P'')` equals `tr(r (Dr)†)`. -/
theorem trace_projector_eq (h : BandFrame U W) (k : ℝ) :
    trace (projector U k * dk (projector U) k * dk (dk (projector U)) k)
      = trace (connection U W k * (covDeriv U W k)ᴴ) := by
  have hP : C2 (projector U) :=
    h.smoothU.mul fun i j => Complex.conjCLE.contDiff.comp (h.smoothU j i)
  have herm : ∀ M : ℝ → Matrix n n ℂ, Diff M → (∀ t, (M t)ᴴ = M t) →
      ∀ t, (dk M t)ᴴ = dk M t := fun M hM hs t => by
    rw [← (adjoint_rule hM).2 t]
    simp only [hs]
  have h2 := herm (dk (projector U)) (fun i j => (hP i j).differentiable_deriv_two)
    (herm (projector U) (fun i j => (hP i j).differentiable (by norm_num))
      (fun t => by simp [projector, Matrix.conjTranspose_mul])) k
  -- the empty-occupied block is the adjoint of the occupied-empty block
  have hc : (W k)ᴴ * dk (dk (projector U)) k * U k
      = -(Complex.I • (covDeriv U W k)ᴴ) := by
    have h3 := congrArg Matrix.conjTranspose (projector_second_deriv h k)
    rw [Matrix.conjTranspose_mul, Matrix.conjTranspose_mul,
      Matrix.conjTranspose_conjTranspose, h2, Matrix.conjTranspose_smul] at h3
    rw [Matrix.mul_assoc, h3]
    simp
  calc _ = trace (U k * ((U k)ᴴ * dk (projector U) k * dk (dk (projector U)) k)) := by
        simp only [projector, Matrix.mul_assoc]
    _ = trace ((U k)ᴴ * dk (projector U) k * dk (dk (projector U)) k * U k) :=
        Matrix.trace_mul_comm _ _
    _ = trace (Complex.I • (connection U W k *
          ((W k)ᴴ * dk (dk (projector U)) k * U k))) := by
        rw [(projector_deriv h k).1]
        simp only [Matrix.smul_mul, Matrix.mul_assoc]
    _ = _ := by
        rw [hc]
        simp only [Matrix.mul_neg, Matrix.mul_smul, smul_neg, smul_smul, Complex.I_mul_I,
          neg_smul, one_smul, neg_neg]

/-- The shift-current weight of a band frame is unchanged by twice continuously
differentiable, momentum-dependent unitary mixing within the occupied and empty spaces. -/
theorem shiftWeight_gauge (h : BandFrame U W) {V : ℝ → Matrix m m ℂ}
    {X : ℝ → Matrix p p ℂ} (sV : C2 V) (sX : C2 X)
    (hV : ∀ k, V k ∈ Matrix.unitaryGroup m ℂ) (hX : ∀ k, X k ∈ Matrix.unitaryGroup p ℂ)
    (k : ℝ) : shiftWeight (fun t => U t * V t) (fun t => W t * X t) k
      = shiftWeight U W k := by
  have v1 : ∀ t, V t * (V t)ᴴ = 1 := fun t => Matrix.mem_unitaryGroup_iff.mp (hV t)
  have x1 : ∀ t, X t * (X t)ᴴ = 1 := fun t => Matrix.mem_unitaryGroup_iff.mp (hX t)
  have hUU : ∀ t, U t * V t * (U t * V t)ᴴ = U t * (U t)ᴴ := fun t => by
    rw [Matrix.conjTranspose_mul, Matrix.mul_assoc, ← Matrix.mul_assoc (V t), v1,
      Matrix.one_mul]
  have hWW : ∀ t, W t * X t * (W t * X t)ᴴ = W t * (W t)ᴴ := fun t => by
    rw [Matrix.conjTranspose_mul, Matrix.mul_assoc, ← Matrix.mul_assoc (X t), x1,
      Matrix.one_mul]
  -- the mixed frame is again a band frame, with the same projector
  have h' : BandFrame (fun t => U t * V t) (fun t => W t * X t) :=
    { smoothU := h.smoothU.mul sV
      smoothW := h.smoothW.mul sX
      occ := fun t => by
        rw [Matrix.conjTranspose_mul, Matrix.mul_assoc, ← Matrix.mul_assoc (U t)ᴴ, h.occ,
          Matrix.one_mul, mul_eq_one_comm.mp (v1 t)]
      emp := fun t => by
        rw [Matrix.conjTranspose_mul, Matrix.mul_assoc, ← Matrix.mul_assoc (W t)ᴴ, h.emp,
          Matrix.one_mul, mul_eq_one_comm.mp (x1 t)]
      orth := fun t => by
        rw [Matrix.conjTranspose_mul, Matrix.mul_assoc, ← Matrix.mul_assoc (U t)ᴴ, h.orth,
          Matrix.zero_mul, Matrix.mul_zero]
      complete := fun t => by rw [hUU, hWW, h.complete] }
  have hP : projector (fun t => U t * V t) = projector U := funext hUU
  rw [shiftWeight, shiftWeight, ← trace_projector_eq h', ← trace_projector_eq h, hP]

/-- The two-component column with constant upper entry `x` and lower entry `y e^{ik}`. -/
def spiral (x y : ℂ) (k : ℝ) : Matrix (Fin 2) (Fin 1) ℂ :=
  !![x; y * Complex.exp (k * Complex.I)]

/-- The spirals `(3/5, 4/5 e^{ik})` and `(-4/5, 3/5 e^{ik})` form a band frame with
shift-current weight `-1008/15625` at every momentum. -/
theorem spiral_witness : BandFrame (spiral (3/5) (4/5)) (spiral (-(4/5)) (3/5)) ∧
    ∀ k, shiftWeight (spiral (3/5) (4/5)) (spiral (-(4/5)) (3/5)) k = -1008/15625 := by
  have s3 : star (3/5 : ℂ) = 3/5 := by simp
  have s4 : star (4/5 : ℂ) = 4/5 := by simp
  have he : ∀ k : ℝ, star (Complex.exp (k * Complex.I)) * Complex.exp (k * Complex.I)
      = 1 := fun k => by
    rw [Complex.star_def, ← Complex.exp_conj, ← Complex.exp_add]
    simp
  have smooth : ∀ x y, C2 (spiral x y) := by
    intro x y i j
    fin_cases i <;> fin_cases j
    · exact (contDiff_const : ContDiff ℝ 2 fun _ : ℝ => x)
    · show ContDiff ℝ 2 fun t : ℝ => y * Complex.exp (t * Complex.I)
      exact contDiff_const.mul (Complex.ofRealCLM.contDiff.mul contDiff_const).cexp
  have overlap : ∀ x y z w k, (spiral x y k)ᴴ * spiral z w k
      = !![star x * z + star y * w] := by
    intro x y z w k
    ext i j
    fin_cases i; fin_cases j
    simp only [Matrix.mul_apply, Fin.sum_univ_two, Matrix.conjTranspose_apply]
    show star x * z + star (y * Complex.exp (k * Complex.I))
      * (w * Complex.exp (k * Complex.I)) = star x * z + star y * w
    rw [star_mul']
    linear_combination (star y * w) * he k
  have deriv_spiral : ∀ x y k, dk (spiral x y) k = spiral 0 (y * Complex.I) k := by
    intro x y k
    ext i j
    fin_cases i <;> fin_cases j
    · show deriv (fun _ : ℝ => x) k = 0
      simp
    · show deriv (fun t : ℝ => y * Complex.exp (t * Complex.I)) k
        = y * Complex.I * Complex.exp (k * Complex.I)
      have h : HasDerivAt (fun t : ℝ => Complex.exp (t * Complex.I))
          (Complex.exp (k * Complex.I) * Complex.I) k := by
        simpa using ((hasDerivAt_id' (k : ℂ)).mul_const Complex.I).cexp.comp_ofReal
      rw [(h.const_mul y).deriv]
      ring
  have conn : ∀ x y z w, connection (spiral x y) (spiral z w)
      = fun _ => !![-(star y * w)] := by
    intro x y z w
    funext k
    rw [connection, deriv_spiral, overlap]
    ext i j
    fin_cases i; fin_cases j
    show Complex.I * (star x * 0 + star y * (w * Complex.I)) = -(star y * w)
    linear_combination (star y * w) * Complex.I_mul_I
  refine ⟨⟨smooth _ _, smooth _ _, fun k => ?_, fun k => ?_, fun k => ?_, fun k => ?_⟩,
    fun k => ?_⟩
  · rw [overlap, s3, s4]
    ext i j
    fin_cases i; fin_cases j
    norm_num
  · rw [overlap, star_neg, s3, s4]
    ext i j
    fin_cases i; fin_cases j
    norm_num
  · rw [overlap, s3, s4]
    ext i j
    fin_cases i; fin_cases j
    norm_num
  · ext i j
    simp only [Matrix.add_apply, Matrix.mul_apply, Finset.univ_unique,
      Finset.sum_singleton, Matrix.conjTranspose_apply]
    fin_cases i <;> fin_cases j <;> simp [spiral]
    · norm_num
    · ring
    · ring
    · have h := he k
      rw [Complex.star_def] at h
      linear_combination h
  · have h0 : ∀ S : Matrix (Fin 1) (Fin 1) ℂ, dk (fun _ => S) k = 0 := fun S => by
      ext i j; simp [dk]
    simp only [shiftWeight, covDeriv, conn, h0, s3, s4]
    simp only [Matrix.trace, Matrix.diag_apply, Matrix.mul_apply, Finset.univ_unique,
      Finset.sum_singleton, Matrix.conjTranspose_apply, Matrix.add_apply,
      Matrix.sub_apply, Matrix.smul_apply, Matrix.zero_apply, smul_eq_mul]
    show ((-(4/5 * (3/5)) : ℂ) * star (0 - Complex.I * (-(4/5 * (4/5)) * -(4/5 * (3/5)))
      + Complex.I * (-(4/5 * (3/5)) * -(3/5 * (3/5))))).im = -1008/15625
    have e1 : (0 - Complex.I * (-(4/5 * (4/5)) * -(4/5 * (3/5)))
        + Complex.I * (-(4/5 * (3/5)) * -(3/5 * (3/5))) : ℂ)
        = ((-84/625 : ℝ) : ℂ) * Complex.I := by
      push_cast
      ring
    have e2 : (-(4/5 * (3/5)) : ℂ) = ((-12/25 : ℝ) : ℂ) := by
      push_cast
      ring
    rw [e1, e2, Complex.star_def, map_mul, Complex.conj_ofReal, Complex.conj_I,
      Complex.im_ofReal_mul, Complex.im_ofReal_mul, Complex.neg_im, Complex.I_im]
    norm_num

end ShiftCurrentGeometry
```

```lean
#print axioms ShiftCurrentGeometry.shiftWeight_gauge
```

```
'ShiftCurrentGeometry.shiftWeight_gauge' depends on axioms: [propext, Classical.choice, Quot.sound]
```

## Frames, connections and the weight

The columns of $U(k)$ are the cell-periodic parts of the occupied Bloch states and those of $W(k)$ the empty ones, written in an orthonormal basis that does not depend on $k$. In a tight-binding model whose position operator is diagonal in the orbitals, the coefficients have this meaning if the Bloch sums carry the phases $e^{ik(R+\tau)}$, with $R$ the position of the cell and $\tau$ that of the orbital within it. With the phases $e^{ikR}$ alone, the derivatives of $P$ miss the orbital positions and the trace can give a different value. `BandFrame U W` says that both families are $C^2$ in $k\in\mathbb R$ and that their columns together form an orthonormal basis at every $k$. Primes are entrywise derivatives, `dk`, and `ᴴ` is the adjoint. The function `connection` gives three objects:

- the interband connection $r=iU^\dagger W'$, as `connection U W`;
- the occupied Berry connection $A=iU^\dagger U'$, as `connection U U`;
- the empty Berry connection $B=iW^\dagger W'$, as `connection W W`.

With $P=UU^\dagger$ (`projector`) and $Dr=r'-iAr+irB$ (`covDeriv`), `trace_projector_eq` states
$$\operatorname{tr}(PP'P'')=\operatorname{tr}\big(r(Dr)^\dagger\big)$$
at every $k$. The imaginary part of the right side is `shiftWeight`. By `shiftWeight_gauge`, it is unchanged under $U\to UV$, $W\to WX$ for any $C^2$ unitary families $V(k)$, $X(k)$. These include band-by-band phase changes.

No energies enter, so the weight is not resolved by photon frequency. The matrices $A$ and $B$ enter in full, whereas the usual weight of a pair of non-degenerate bands keeps only their diagonal entries. With more than one occupied or more than one empty band, the sum of those pair weights therefore generally differs from `shiftWeight`, by terms in the off-diagonal entries of $A$ and $B$. There is a single momentum component, and neither periodicity in $k$ nor a Brillouin-zone integral appears.

## From constant overlaps to the trace

Differentiating $U^\dagger U=1$ and $U^\dagger W=0$ gives
$$U'^\dagger U=-U^\dagger U'=iA,\qquad U'^\dagger W=-U^\dagger W'=ir.$$
This is `overlap_deriv`, built on `product_rule` and `adjoint_rule`. Since $P'=U'U^\dagger+UU'^\dagger$, it follows that
$$P'W=UU'^\dagger W=iUr,$$
$$U^\dagger P'=U^\dagger U'U^\dagger+U'^\dagger=U'^\dagger(1-UU^\dagger)=U'^\dagger WW^\dagger=irW^\dagger.$$
The second line uses completeness. Both results are in `projector_deriv`, whose `calc` block follows that line.

Hence $U^\dagger P'W=ir$ for all $k$ (`hF`), and this can be differentiated again:
$$U'^\dagger P'W+U^\dagger P''W+U^\dagger P'W'=ir'.$$
The first term is $iU'^\dagger Ur=-Ar$ (`t1`), and the last is $irW^\dagger W'=rB$ (`t2`). Therefore
$$U^\dagger P''W=ir'+Ar-rB=i\,Dr,$$
which is `projector_second_deriv`.

Because $P$ is Hermitian, so is $P''$ (`herm`, applied twice). The adjoint of the last equation is then $W^\dagger P''U=-i(Dr)^\dagger$ (`hc`). Cyclicity of the trace, `Matrix.trace_mul_comm`, gives
$$\operatorname{tr}(UU^\dagger P'P'')=\operatorname{tr}(U^\dagger P'P''U)=\operatorname{tr}(irW^\dagger P''U)=\operatorname{tr}\big(r(Dr)^\dagger\big).$$

For the invariance, `h'` checks that the mixed frames again satisfy `BandFrame`, with `C2.mul` supplying smoothness. Since $UV(UV)^\dagger=UU^\dagger$, the projector is the same, and applying the trace identity to both frames gives equal weights.

## One occupied and one empty band

With one state of each kind, $r$, $A$ and $B$ are numbers, and $A$ and $B$ are real. Where $r=|r|e^{i\varphi}\neq0$, the weight becomes
$$\operatorname{Im}\big(r(Dr)^*\big)=|r|^2(A-B-\varphi').$$
This is the interband strength times a shift vector, in the sign convention fixed by $Dr$.

The frame in `spiral_witness`, $U=(3/5,\ \tfrac45e^{ik})^T$ and $W=(-4/5,\ \tfrac35e^{ik})^T$, has $r=-12/25$, $A=-16/25$ and $B=-9/25$. The formula gives $\tfrac{144}{625}\cdot(-\tfrac{7}{25})=-\tfrac{1008}{15625}$, the value proved in the file by direct evaluation of `shiftWeight`. The invariant can thus be nonzero already in a two-band model.
